# Orthogonality of Dirac–Coulomb Sturmians whose Wronskian vanishes at both ends

## Two readings of an integral over all radii

An integral over $0<r<\infty$ can mean a Lebesgue integral, or the limit of integrals over $[a,b]$ as $a\to0^+$ and $b\to\infty$. The choice matters because Lean gives the value zero to the Lebesgue integral of a non-integrable function, so a bare "the integral is zero" would also hold for a divergent one. Orthogonality is therefore stated here as a limit over finite intervals, which needs no integrability assumption. The Lebesgue integral appears in a second theorem, which assumes integrability and allows non-zero boundary values.

## Sturmians at fixed energy

For an electron in the field of a point nucleus, let $P$ and $Q$ be $r$ times the large and small radial functions, and $\kappa$ the Dirac angular quantum number. A Sturmian problem holds the energy fixed and varies the potential term instead. In the form used here, a multiplier $\mu\neq0$ scales the Coulomb term by $1/\mu$ in the first equation and by $\mu$ in the second:

$$P'=-\frac{\kappa}{r}P+\Big(A+\frac{z}{\mu r}\Big)Q,\qquad
Q'=\frac{\kappa}{r}Q-\Big(B+\frac{\mu z}{r}\Big)P .$$

In units with $\hbar=c=1$, an electron of mass $m$ and energy $E$ has $A=E+m$ and $B=E-m$, and $z=Z\alpha$ is the nuclear charge times the fine-structure constant. At $\mu=1$ these are the ordinary radial Dirac–Coulomb equations. The product of the two Coulomb coefficients is $z^2$ for every $\mu$, so for $\kappa^2>z^2$ all Sturmians share the leading exponents $\pm\sqrt{\kappa^2-z^2}$ at the nucleus.

Sturmians of this kind can serve as a basis for the Green function of one electron in a Coulomb field. The orthogonality relation concerns pairs of such functions; it doesn't establish that they form a complete set.

## The slope of the Wronskian

Take two solutions $(P_1,Q_1)$ and $(P_2,Q_2)$ with the same $\kappa,A,B,z$ and with multipliers $\mu_1,\mu_2$. Define

$$W=P_1Q_2-Q_1P_2,\qquad
D=\frac1r\Big(\mu_1P_1P_2-\frac{Q_1Q_2}{\mu_2}\Big).$$

The product rule gives $W'=P_1'Q_2+P_1Q_2'-Q_1'P_2-Q_1P_2'$. Inserting the radial equations,

$$\begin{aligned}
W'={}&-\frac{\kappa}{r}P_1Q_2+\Big(A+\frac{z}{\mu_1r}\Big)Q_1Q_2
+\frac{\kappa}{r}P_1Q_2-\Big(B+\frac{\mu_2z}{r}\Big)P_1P_2\\
&-\frac{\kappa}{r}Q_1P_2+\Big(B+\frac{\mu_1z}{r}\Big)P_1P_2
+\frac{\kappa}{r}Q_1P_2-\Big(A+\frac{z}{\mu_2r}\Big)Q_1Q_2 .
\end{aligned}$$

The terms in $\kappa$, $A$ and $B$ cancel. Since $1/\mu_1-1/\mu_2=-(\mu_1-\mu_2)/(\mu_1\mu_2)$, what remains is

$$W'=\frac{z(\mu_1-\mu_2)}{r}\Big(P_1P_2-\frac{Q_1Q_2}{\mu_1\mu_2}\Big)
=\frac{z(\mu_1-\mu_2)}{\mu_1}\,D .$$

## From a finite interval to the half-line

Integrating between positive radii $a$ and $b$ gives

$$\frac{z(\mu_1-\mu_2)}{\mu_1}\int_a^bD\,dr=W(b)-W(a).$$

If $z\neq0$ and $\mu_1\neq\mu_2$, the prefactor is non-zero and can be divided out. If also $W\to0$ at both ends, the right-hand side tends to zero, and so does $\int_a^bD\,dr$.

The condition on $W$ says that integration by parts leaves no boundary term. It holds, for example, when all four components vanish at the nucleus and at infinity.

Suppose instead that $D$ is integrable and that $W$ has limits $w_0$ at the nucleus and $w$ at infinity. Then

$$\frac{z(\mu_1-\mu_2)}{\mu_1}\int_0^\infty D\,dr=w-w_0 .$$

For $w_0=w=0$ and a non-zero prefactor, the Lebesgue integral is zero.

## Overlaps on a radial grid

A program that tabulates Sturmians from $r=a$ to $r=b$ computes the integral of $D$ over that interval only. For exact solutions its value is $\mu_1[W(b)-W(a)]/[z(\mu_1-\mu_2)]$, which need not be zero. A mismatch between the quadrature and this boundary term, beyond rounding, points to an error in the solver or the quadrature. Agreement doesn't show that the multipliers are right, because exact solutions with the wrong behaviour at the ends satisfy the same relation. When $\mu_1$ and $\mu_2$ lie close together, it is safer to compare the two sides before dividing by $\mu_1-\mu_2$.

## What the Lean definitions and hypotheses say

`IsSturmian κ A B z μ P Q` says that the real functions `P` and `Q` satisfy the two radial equations at every $r>0$. It imposes no boundary condition or normalisation, and it doesn't restrict `κ` to integers or the energy to the gap between the continua. `wronskian` is $W$ and `density` is $D$.

`sturmian_orthogonality` assumes two Sturmians with common `κ`, `A`, `B` and `z`, non-zero `z`, and distinct non-zero multipliers. The hypotheses `h0` and `hinf` say that $W\to0$ as $r\to0^+$ and as $r\to\infty$. In the conclusion, the filter `𝓝[>] 0 ×ˢ atTop` lets the lower limit go to the nucleus and the upper limit to infinity independently of each other.

`boundary_formula` is the relation with $w_0$ and $w$. Its hypothesis `hD` is integrability of the density on $r>0$. It allows `z = 0` and equal multipliers, in which case the left-hand side is zero and the two limits of $W$ agree.

The model has one electron and a point nucleus. The existence of Sturmians for given parameters, the set of allowed multipliers and the behaviour of $W$ at the ends are not derived from the equations in general.

## A fixed bilinear form after rescaling

The weights in $D$ depend on the multipliers. Writing $q_i=Q_i/\mu_i$ removes this dependence, since $D/\mu_1=(P_1P_2-q_1q_2)/r$. Orthogonality then refers to one fixed, indefinite bilinear form. The equations become

$$P_i'=-\frac{\kappa}{r}P_i+\Big(\mu_iA+\frac zr\Big)q_i,\qquad
q_i'=\frac{\kappa}{r}q_i-\Big(\frac{B}{\mu_i}+\frac zr\Big)P_i ,$$

so the multiplier moves from the Coulomb terms to the constants, and the Wronskian becomes $\mu_2P_1q_2-\mu_1q_1P_2$. The file keeps the original components, for which the Wronskian has its usual form.

## The relation and an explicit pair in Lean

```lean
import Mathlib

open Set Filter MeasureTheory Topology

namespace DiracCoulombSturmian

noncomputable section

/-- The radial Dirac-Coulomb Sturmian equations on `r > 0`, with coupling multiplier `μ`. They are
meant for `μ ≠ 0`, which the definition itself does not require. -/
def IsSturmian (κ A B z μ : ℝ) (P Q : ℝ → ℝ) : Prop :=
  ∀ r, 0 < r → HasDerivAt P (-κ * P r / r + (A + z / (μ * r)) * Q r) r ∧
    HasDerivAt Q (κ * Q r / r - (B + μ * z / r) * P r) r

/-- The radial Wronskian `P₁ Q₂ - Q₁ P₂` of two spinors. -/
def wronskian (P₁ Q₁ P₂ Q₂ : ℝ → ℝ) (r : ℝ) : ℝ := P₁ r * Q₂ r - Q₁ r * P₂ r

/-- The Coulomb-weighted mutual density of two Sturmians, for `r > 0` and `μ₂ ≠ 0`. -/
def density (μ₁ μ₂ : ℝ) (P₁ Q₁ P₂ Q₂ : ℝ → ℝ) (r : ℝ) : ℝ :=
  (μ₁ * (P₁ r * P₂ r) - Q₁ r * Q₂ r / μ₂) / r

variable {κ A B z μ₁ μ₂ : ℝ} {P₁ Q₁ P₂ Q₂ : ℝ → ℝ}

/-- The slope of the Wronskian is proportional to the mutual density. -/
theorem wronskian_hasDerivAt (h₁ : IsSturmian κ A B z μ₁ P₁ Q₁)
    (h₂ : IsSturmian κ A B z μ₂ P₂ Q₂) (hμ₁ : μ₁ ≠ 0) (hμ₂ : μ₂ ≠ 0) {r : ℝ} (hr : 0 < r) :
    HasDerivAt (wronskian P₁ Q₁ P₂ Q₂)
      (z * (μ₁ - μ₂) / μ₁ * density μ₁ μ₂ P₁ Q₁ P₂ Q₂ r) r := by
  have h := ((h₁ r hr).1.fun_mul (h₂ r hr).2).fun_sub ((h₁ r hr).2.fun_mul (h₂ r hr).1)
  refine HasDerivAt.congr_deriv h ?_
  unfold density
  field_simp
  ring

/-- Between two positive radii the Wronskian changes by a multiple of the integrated density. -/
theorem wronskian_balance (h₁ : IsSturmian κ A B z μ₁ P₁ Q₁)
    (h₂ : IsSturmian κ A B z μ₂ P₂ Q₂) (hμ₁ : μ₁ ≠ 0) (hμ₂ : μ₂ ≠ 0)
    {a b : ℝ} (ha : 0 < a) (hb : 0 < b) :
    z * (μ₁ - μ₂) / μ₁ * (∫ r in a..b, density μ₁ μ₂ P₁ Q₁ P₂ Q₂ r) =
      wronskian P₁ Q₁ P₂ Q₂ b - wronskian P₁ Q₁ P₂ Q₂ a := by
  have p₁ : ContinuousOn P₁ (Ioi 0) := fun r hr => (h₁ r hr).1.continuousAt.continuousWithinAt
  have q₁ : ContinuousOn Q₁ (Ioi 0) := fun r hr => (h₁ r hr).2.continuousAt.continuousWithinAt
  have p₂ : ContinuousOn P₂ (Ioi 0) := fun r hr => (h₂ r hr).1.continuousAt.continuousWithinAt
  have q₂ : ContinuousOn Q₂ (Ioi 0) := fun r hr => (h₂ r hr).2.continuousAt.continuousWithinAt
  have hpos : ∀ x ∈ uIcc a b, 0 < x := fun x hx => lt_of_lt_of_le (lt_min ha hb) hx.1
  have hc : ContinuousOn (density μ₁ μ₂ P₁ Q₁ P₂ Q₂) (Ioi 0) :=
    ((continuousOn_const.mul (p₁.mul p₂)).sub ((q₁.mul q₂).div_const μ₂)).div
      continuousOn_id (fun r hr => ne_of_gt hr)
  rw [← intervalIntegral.integral_const_mul]
  exact intervalIntegral.integral_eq_sub_of_hasDerivAt
    (fun x hx => wronskian_hasDerivAt h₁ h₂ hμ₁ hμ₂ (hpos x hx))
    (ContinuousOn.intervalIntegrable (continuousOn_const.mul (hc.mono hpos)))

/-- Take two Sturmians with the same `κ`, `A`, `B` and `z ≠ 0`, and with distinct non-zero
multipliers. If their Wronskian vanishes at both ends, the mutual density integrated from `a` to `b`
tends to zero as `a → 0+` and `b → ∞`. -/
theorem sturmian_orthogonality (h₁ : IsSturmian κ A B z μ₁ P₁ Q₁)
    (h₂ : IsSturmian κ A B z μ₂ P₂ Q₂) (hz : z ≠ 0) (hμ₁ : μ₁ ≠ 0) (hμ₂ : μ₂ ≠ 0)
    (hne : μ₁ ≠ μ₂) (h0 : Tendsto (wronskian P₁ Q₁ P₂ Q₂) (𝓝[>] 0) (𝓝 0))
    (hinf : Tendsto (wronskian P₁ Q₁ P₂ Q₂) atTop (𝓝 0)) :
    Tendsto (fun p : ℝ × ℝ => ∫ r in p.1..p.2, density μ₁ μ₂ P₁ Q₁ P₂ Q₂ r)
      (𝓝[>] 0 ×ˢ atTop) (𝓝 0) := by
  have hc : z * (μ₁ - μ₂) / μ₁ ≠ 0 := div_ne_zero (mul_ne_zero hz (sub_ne_zero.2 hne)) hμ₁
  have h : Tendsto (fun p : ℝ × ℝ => (z * (μ₁ - μ₂) / μ₁)⁻¹ *
      (wronskian P₁ Q₁ P₂ Q₂ p.2 - wronskian P₁ Q₁ P₂ Q₂ p.1))
      (𝓝[>] 0 ×ˢ atTop) (𝓝 ((z * (μ₁ - μ₂) / μ₁)⁻¹ * (0 - 0))) :=
    ((hinf.comp tendsto_snd).sub (h0.comp tendsto_fst)).const_mul _
  rw [sub_zero, mul_zero] at h
  refine h.congr' ?_
  filter_upwards [prod_mem_prod self_mem_nhdsWithin (Ioi_mem_atTop (0 : ℝ))] with p hp
  rw [← wronskian_balance h₁ h₂ hμ₁ hμ₂ hp.1 hp.2, inv_mul_cancel_left₀ hc]

/-- For an integrable mutual density, `z (μ₁ - μ₂) / μ₁` times its integral over `r > 0` equals `w -
w₀`, where `w₀` and `w` are the limits of the Wronskian at the nucleus and at infinity. -/
theorem boundary_formula (h₁ : IsSturmian κ A B z μ₁ P₁ Q₁)
    (h₂ : IsSturmian κ A B z μ₂ P₂ Q₂) (hμ₁ : μ₁ ≠ 0) (hμ₂ : μ₂ ≠ 0) {w₀ w : ℝ}
    (h0 : Tendsto (wronskian P₁ Q₁ P₂ Q₂) (𝓝[>] 0) (𝓝 w₀))
    (hinf : Tendsto (wronskian P₁ Q₁ P₂ Q₂) atTop (𝓝 w))
    (hD : IntegrableOn (density μ₁ μ₂ P₁ Q₁ P₂ Q₂) (Ioi 0)) :
    z * (μ₁ - μ₂) / μ₁ * (∫ r in Ioi (0 : ℝ), density μ₁ μ₂ P₁ Q₁ P₂ Q₂ r) = w - w₀ := by
  -- extend the Wronskian to the nucleus by its limit
  have hc : ContinuousWithinAt (Function.update (wronskian P₁ Q₁ P₂ Q₂) 0 w₀) (Ici 0) 0 := by
    have hset : Ici (0 : ℝ) \ {0} = Ioi 0 := by
      ext x
      constructor
      · rintro ⟨h, hn⟩
        exact lt_of_le_of_ne h (fun e => hn e.symm)
      · intro h
        have hx : 0 < x := h
        exact ⟨mem_Ici.2 hx.le, fun e => hx.ne' (mem_singleton_iff.1 e)⟩
    rw [continuousWithinAt_update_same, hset]
    exact h0
  have he : ∀ x : ℝ, 0 < x → Function.update (wronskian P₁ Q₁ P₂ Q₂) 0 w₀ x =
      wronskian P₁ Q₁ P₂ Q₂ x := fun x hx => Function.update_of_ne hx.ne' _ _
  have h := integral_Ioi_of_hasDerivAt_of_tendsto hc
    (fun r hr => (wronskian_hasDerivAt h₁ h₂ hμ₁ hμ₂ hr).congr_of_eventuallyEq
      (Filter.mem_of_superset (Ioi_mem_nhds hr) he))
    (Integrable.const_mul hD _)
    (hinf.congr' (Filter.mem_of_superset (Ioi_mem_atTop 0) fun x hx => (he x hx).symm))
  rwa [integral_const_mul, Function.update_self] at h

/-- The radial function `r (a + b r) exp(-r)`. -/
def nodal (a b r : ℝ) : ℝ := r * (a + b * r) * Real.exp (-r)

/-- Two explicit Sturmians with multipliers `3` and `-1/3`, whose Wronskian vanishes at both
ends and whose mutual density is integrable. -/
theorem sturmian_witness (hP₁ : P₁ = nodal 3 (1 + √13))
    (hQ₁ : Q₁ = nodal (6 + 3 * √13) (-(1 + √13))) (hP₂ : P₂ = nodal 27 (-(11 + √13)))
    (hQ₂ : Q₂ = nodal (-(6 + 3 * √13)) (11 + √13)) :
    IsSturmian (√13 / 2) 1 (-1) (3 / 2) 3 P₁ Q₁ ∧
    IsSturmian (√13 / 2) 1 (-1) (3 / 2) (-1 / 3) P₂ Q₂ ∧
    Tendsto (wronskian P₁ Q₁ P₂ Q₂) (𝓝[>] 0) (𝓝 0) ∧
    Tendsto (wronskian P₁ Q₁ P₂ Q₂) atTop (𝓝 0) ∧
    IntegrableOn (density 3 (-1 / 3) P₁ Q₁ P₂ Q₂) (Ioi 0) := by
  subst hP₁ hQ₁ hP₂ hQ₂
  have hs : √13 ^ 2 = (13 : ℝ) := Real.sq_sqrt (by norm_num)
  have hd : ∀ a b r : ℝ, HasDerivAt (nodal a b)
      ((a + 2 * b * r - r * (a + b * r)) * Real.exp (-r)) r := by
    intro a b r
    have h := ((hasDerivAt_id' r).fun_mul
      (((hasDerivAt_id' r).const_mul b).const_add a)).fun_mul (hasDerivAt_id' r).fun_neg.exp
    exact HasDerivAt.congr_deriv h (by ring)
  -- matching powers of r reduces the radial equations to four algebraic ones
  have key : ∀ k w m a b c : ℝ, (1 + k) * a = w / m * c → (k - 1) * c = m * w * a →
      (2 + k + w / m) * b = a + c → (k - 2 + m * w) * b = a + c →
      IsSturmian k 1 (-1) w m (nodal a b) (nodal c (-b)) := by
    intro k w m a b c e1 e2 e3 e4 r hr
    have hq : ∀ x y : ℝ, nodal x y r / r = (x + y * r) * Real.exp (-r) := by
      intro x y
      rw [div_eq_iff hr.ne']
      unfold nodal
      ring
    have hn : ∀ x y : ℝ, nodal x y r = r * (x + y * r) * Real.exp (-r) := fun _ _ => rfl
    constructor
    · refine (hd a b r).congr_deriv ?_
      linear_combination Real.exp (-r) * e1 + r * Real.exp (-r) * e3 + k * hq a b
        - hn c (-b) - w / m * hq c (-b)
    · refine (hd c (-b) r).congr_deriv ?_
      linear_combination -Real.exp (-r) * e2 + r * Real.exp (-r) * e4 - k * hq c (-b)
        - hn a b + m * w * hq a b
  have hw : ∀ l : Filter ℝ, (∀ a b, Tendsto (nodal a b) l (𝓝 0)) → ∀ a b c d a' b' c' d',
      Tendsto (wronskian (nodal a b) (nodal c d) (nodal a' b') (nodal c' d')) l (𝓝 0) := by
    intro l h a b c d a' b' c' d'
    have h' := ((h a b).mul (h c' d')).sub ((h c d).mul (h a' b'))
    rw [mul_zero, sub_zero] at h'
    exact h'
  -- products of components, weighted by 1/r, are polynomials times exp(-2r)
  have hI : ∀ a b c d : ℝ, Integrable (fun r => nodal a b r * nodal c d r / r)
      (volume.restrict (Ioi 0)) := by
    intro a b c d
    have hk : ∀ k : ℕ, Integrable (fun r : ℝ => r ^ k * Real.exp (-2 * r))
        (volume.restrict (Ioi 0)) := by
      intro k
      have hk0 : (-1 : ℝ) < (k : ℝ) := neg_one_lt_zero.trans_le (Nat.cast_nonneg k)
      have h := integrableOn_rpow_mul_exp_neg_mul_rpow (p := 1) (b := 2) hk0 one_pos two_pos
      simp only [Real.rpow_natCast, Real.rpow_one] at h
      exact h
    have h : IntegrableOn (fun r : ℝ => a * c * (r ^ 1 * Real.exp (-2 * r)) +
        (a * d + b * c) * (r ^ 2 * Real.exp (-2 * r)) +
        b * d * (r ^ 3 * Real.exp (-2 * r))) (Ioi 0) :=
      (((hk 1).const_mul _).add ((hk 2).const_mul _)).add ((hk 3).const_mul _)
    refine h.congr_fun (fun r hr => ?_) measurableSet_Ioi
    have he : Real.exp (-2 * r) = Real.exp (-r) ^ 2 := by
      rw [pow_two, ← Real.exp_add]
      congr 1
      ring
    simp only [nodal, he]
    rw [eq_div_iff (ne_of_gt hr)]
    ring
  refine ⟨key _ _ _ _ _ _ (by ring) (by linear_combination (3 / 2) * hs)
    (by linear_combination (1 / 2) * hs) (by linear_combination (1 / 2) * hs),
    ?_, hw _ ?_ _ _ _ _ _ _ _ _, hw _ ?_ _ _ _ _ _ _ _ _, ?_⟩
  · have h := key (√13 / 2) (3 / 2) (-1 / 3) 27 (-(11 + √13)) (-(6 + 3 * √13)) (by ring)
      (by linear_combination (-3 / 2) * hs) (by linear_combination (-1 / 2) * hs)
      (by linear_combination (-1 / 2) * hs)
    rwa [neg_neg] at h
  · intro a b
    have h := (hd a b 0).continuousAt.tendsto.mono_left (nhdsWithin_le_nhds (s := Ioi 0))
    have e : nodal a b 0 = 0 := by simp [nodal]
    rwa [e] at h
  · intro a b
    have h := ((Real.tendsto_pow_mul_exp_neg_atTop_nhds_zero 1).const_mul a).add
      ((Real.tendsto_pow_mul_exp_neg_atTop_nhds_zero 2).const_mul b)
    rw [mul_zero, mul_zero, add_zero] at h
    exact h.congr fun r => by unfold nodal; ring
  · refine IntegrableOn.congr_fun (((hI 3 (1 + √13) 27 (-(11 + √13))).const_mul 3).sub
      ((hI (6 + 3 * √13) (-(1 + √13)) (-(6 + 3 * √13)) (11 + √13)).const_mul (-3)))
      (fun r _ => ?_) measurableSet_Ioi
    simp only [Pi.sub_apply, density]
    ring

end

end DiracCoulombSturmian
```

```lean
#print axioms DiracCoulombSturmian.sturmian_orthogonality
#print axioms DiracCoulombSturmian.boundary_formula
```

```
'DiracCoulombSturmian.sturmian_orthogonality' depends on axioms: [propext, Classical.choice, Quot.sound]
'DiracCoulombSturmian.boundary_formula' depends on axioms: [propext, Classical.choice, Quot.sound]
```

## How Lean follows the slope and the limits

`wronskian_hasDerivAt` is the calculation of $W'$. The calls to `fun_mul` and `fun_sub` apply the product rule to the two terms of $W$; `field_simp` and `ring` then carry out the cancellation.

`wronskian_balance` integrates this slope. The components are differentiable on $r>0$, hence continuous there, and so is the density. It is therefore integrable on any interval between two positive radii, and the fundamental theorem of calculus gives $W(b)-W(a)$.

In `sturmian_orthogonality`, `hc` records that the prefactor is non-zero. The proof first shows that $W(b)-W(a)$, divided by that prefactor, tends to zero. It then replaces this expression by the integral, using the balance; `filter_upwards` supplies the condition that both radii are eventually positive.

`boundary_formula` uses a Mathlib theorem for integrals over a half-line that requires continuity from the right at the endpoint. The radial equations say nothing about $r=0$, so `Function.update` sets the value of the Wronskian there to its limit `w₀`. Nothing changes at positive radii, and the slope found earlier still applies.

## An explicit pair with multipliers 3 and −1/3

`sturmian_witness` gives two non-zero Sturmians that meet the boundary and integrability conditions. Every component has the form $r(a+br)e^{-r}$, called `nodal a b`, where $a$ and $b$ are now coefficients. The parameters are $\kappa=\sqrt{13}/2$, $A=1$, $B=-1$ and $z=3/2$. Since $\kappa$ is not an integer, this is a mathematical example and not an atomic channel. The components are not normalised, but constant factors don't affect a vanishing integral.

The step `key` takes $P=r(a+br)e^{-r}$ and $Q=r(c-br)e^{-r}$. Matching powers of $r$ in the radial equations leaves four algebraic conditions on $a$, $b$, $c$ and the parameters, which are checked using $(\sqrt{13})^2=13$. The step `hw` derives the limits of the Wronskian from those of the components, which vanish at both ends. The step `hI` writes each weighted product as a combination of $r$, $r^2$ and $r^3$ times $e^{-2r}$, all of which are integrable on $r>0$.
